# Exponential steps in a lagged Hartree potential change the energy by the interaction energy of the density change

For one orbital on finitely many sites, with Hermitian \(h\) and real symmetric \(w\), an exact exponential step with the potential frozen at the old density conserves the norm and changes the energy \(\langle\psi,h\psi\rangle+\tfrac12\langle n,wn\rangle\) by exactly \(\tfrac12\langle n_1-n_0,\,w(n_1-n_0)\rangle\), where \(n_0\) and \(n_1\) are the densities before and after the step. If \(w\) is positive semidefinite, the energy therefore never falls from step to step, and it converges to a finite limit.

```lean
import Mathlib

open Matrix Filter Topology

namespace LaggedPotentialDrift

noncomputable section

variable {ι : Type*} [Fintype ι] [DecidableEq ι]

/-- The density `n_j = |ψ_j|²` of an orbital on a finite set of sites. -/
def density (ψ : ι → ℂ) : ι → ℝ := fun j => ‖ψ j‖ ^ 2

/-- The energy `⟨ψ, h ψ⟩ + ⟨n, w n⟩ / 2`, with the real part taken in the first term. -/
def energy (h : Matrix ι ι ℂ) (w : Matrix ι ι ℝ) (ψ : ι → ℂ) : ℝ :=
  (star ψ ⬝ᵥ h *ᵥ ψ).re + (density ψ ⬝ᵥ w *ᵥ density ψ) / 2

/-- The Hamiltonian `h + diag(w ρ)` in the potential generated by a density `ρ`. -/
def meanField (h : Matrix ι ι ℂ) (w : Matrix ι ι ℝ) (ρ : ι → ℝ) : Matrix ι ι ℂ :=
  h + diagonal (fun j => (((w *ᵥ ρ) j : ℝ) : ℂ))

/-- The propagator `exp(-i dt H)` of a fixed Hamiltonian. -/
def propagator (H : Matrix ι ι ℂ) (dt : ℝ) : Matrix ι ι ℂ :=
  NormedSpace.exp ((-(Complex.I * (dt : ℂ))) • H)

/-- One time step with the potential frozen at the density of the old orbital. -/
def laggedStep (h : Matrix ι ι ℂ) (w : Matrix ι ι ℝ) (dt : ℝ) (ψ : ι → ℂ) : ι → ℂ :=
  propagator (meanField h w (density ψ)) dt *ᵥ ψ

/-- The orbital after `k` lagged steps, with time steps `dt 0, dt 1, …`. -/
def trajectory (h : Matrix ι ι ℂ) (w : Matrix ι ι ℝ) (dt : ℕ → ℝ) (ψ : ι → ℂ) :
    ℕ → ι → ℂ
  | 0 => ψ
  | k + 1 => laggedStep h w (dt k) (trajectory h w dt ψ k)

/-- If `h` is Hermitian, so is the Hamiltonian in the potential of any real density. -/
theorem meanField_isHermitian {h : Matrix ι ι ℂ} (hh : h.IsHermitian)
    (w : Matrix ι ι ℝ) (ρ : ι → ℝ) : (meanField h w ρ).IsHermitian := by
  refine hh.add ?_
  rw [Matrix.IsHermitian, diagonal_conjTranspose]
  congr 1
  funext j
  simp

/-- Evolution under a fixed Hermitian `H` preserves the expectation value of every
matrix that commutes with `H`. -/
theorem expectation_conserved {H A : Matrix ι ι ℂ} (hH : H.IsHermitian)
    (hA : Commute A H) (dt : ℝ) (ψ : ι → ℂ) :
    star (propagator H dt *ᵥ ψ) ⬝ᵥ A *ᵥ (propagator H dt *ᵥ ψ) = star ψ ⬝ᵥ A *ᵥ ψ := by
  -- the generator is anti-Hermitian, hence the propagator is unitary
  have hs : ((-(Complex.I * (dt : ℂ))) • H)ᴴ = -((-(Complex.I * (dt : ℂ))) • H) := by
    rw [conjTranspose_smul, hH.eq, ← neg_smul]
    congr 1
    simp [mul_comm]
  have hU : (propagator H dt)ᴴ * propagator H dt = 1 := by
    unfold propagator
    rw [← Matrix.exp_conjTranspose, hs,
      ← Matrix.exp_add_of_commute _ _
        (Commute.refl ((-(Complex.I * (dt : ℂ))) • H)).neg_left, neg_add_cancel,
      NormedSpace.exp_zero]
  have hc : A * propagator H dt = propagator H dt * A :=
    ((hA.smul_right (-(Complex.I * (dt : ℂ)))).exp_right).eq
  have key : (propagator H dt)ᴴ * (A * propagator H dt) = A := by
    rw [hc, ← Matrix.mul_assoc, hU, Matrix.one_mul]
  rw [star_mulVec, ← dotProduct_mulVec]
  simp only [mulVec_mulVec]
  rw [key]

/-- The expectation value of a local potential `v` is `∑ n_j v_j`. -/
theorem potential_expectation (ψ : ι → ℂ) (v : ι → ℝ) :
    star ψ ⬝ᵥ diagonal (fun j => (v j : ℂ)) *ᵥ ψ = ((density ψ ⬝ᵥ v : ℝ) : ℂ) := by
  simp only [dotProduct, mulVec_diagonal, density, Pi.star_apply, Complex.star_def]
  push_cast
  refine Finset.sum_congr rfl fun j _ => ?_
  linear_combination (v j : ℂ) * Complex.conj_mul' (ψ j)

/-- For Hermitian `h`, a lagged step conserves the norm: the total density is unchanged. -/
theorem norm_conserved {h : Matrix ι ι ℂ} (hh : h.IsHermitian) (w : Matrix ι ι ℝ)
    (dt : ℝ) (ψ : ι → ℂ) :
    ∑ j, density (laggedStep h w dt ψ) j = ∑ j, density ψ j := by
  have p := fun φ : ι → ℂ => potential_expectation φ (fun _ => 1)
  simp only [Complex.ofReal_one, diagonal_one, one_mulVec] at p
  have h1 : star (laggedStep h w dt ψ) ⬝ᵥ (1 : Matrix ι ι ℂ) *ᵥ laggedStep h w dt ψ
      = star ψ ⬝ᵥ (1 : Matrix ι ι ℂ) *ᵥ ψ :=
    expectation_conserved (meanField_isHermitian hh w _) (Commute.one_left _) dt ψ
  simp only [one_mulVec, p] at h1
  have h2 := Complex.ofReal_injective h1
  simpa [dotProduct] using h2

/-- Energy drift of the lagged step: for Hermitian `h` and symmetric `w`, the energy changes by
exactly the interaction energy `⟨δ, w δ⟩ / 2` of the density change `δ`. -/
theorem energy_drift {h : Matrix ι ι ℂ} {w : Matrix ι ι ℝ} (hh : h.IsHermitian)
    (hw : w.IsSymm) (dt : ℝ) (ψ : ι → ℂ) :
    energy h w (laggedStep h w dt ψ) - energy h w ψ =
      ((density (laggedStep h w dt ψ) - density ψ) ⬝ᵥ
        w *ᵥ (density (laggedStep h w dt ψ) - density ψ)) / 2 := by
  have split : ∀ χ : ι → ℂ, (star χ ⬝ᵥ meanField h w (density ψ) *ᵥ χ).re =
      (star χ ⬝ᵥ h *ᵥ χ).re + density χ ⬝ᵥ w *ᵥ density ψ := fun χ => by
    rw [meanField, add_mulVec, dotProduct_add,
      potential_expectation χ (w *ᵥ density ψ), Complex.add_re, Complex.ofReal_re]
  -- the energy in the frozen potential is conserved
  have hc : star (laggedStep h w dt ψ) ⬝ᵥ
      meanField h w (density ψ) *ᵥ laggedStep h w dt ψ =
      star ψ ⬝ᵥ meanField h w (density ψ) *ᵥ ψ :=
    expectation_conserved (meanField_isHermitian hh w _) (Commute.refl _) dt ψ
  have hr := congrArg Complex.re hc
  rw [split, split] at hr
  -- symmetry of the interaction completes the square
  have hsym : density ψ ⬝ᵥ w *ᵥ density (laggedStep h w dt ψ) =
      density (laggedStep h w dt ψ) ⬝ᵥ w *ᵥ density ψ := by
    rw [dotProduct_mulVec, ← mulVec_transpose, hw.eq, dotProduct_comm]
  simp only [energy, mulVec_sub, dotProduct_sub, sub_dotProduct]
  linarith

/-- For Hermitian `h` and symmetric positive definite `w`, a lagged step conserves the
energy if and only if it leaves the density unchanged. -/
theorem energy_conserved_iff {h : Matrix ι ι ℂ} {w : Matrix ι ι ℝ} (hh : h.IsHermitian)
    (hw : w.IsSymm) (hpos : ∀ x : ι → ℝ, x ≠ 0 → 0 < x ⬝ᵥ w *ᵥ x) (dt : ℝ) (ψ : ι → ℂ) :
    energy h w (laggedStep h w dt ψ) = energy h w ψ ↔
      density (laggedStep h w dt ψ) = density ψ := by
  have hd := energy_drift hh hw dt ψ
  constructor
  · intro he
    by_contra hne
    have := hpos _ (sub_ne_zero.2 hne)
    linarith
  · intro he
    rw [he, sub_self, zero_dotProduct] at hd
    linarith

/-- For Hermitian `h` and symmetric positive semidefinite `w`, the energy never decreases
along a trajectory of lagged steps, whatever the time steps. -/
theorem energy_monotone {h : Matrix ι ι ℂ} {w : Matrix ι ι ℝ} (hh : h.IsHermitian)
    (hw : w.IsSymm) (hpos : ∀ x : ι → ℝ, 0 ≤ x ⬝ᵥ w *ᵥ x) (dt : ℕ → ℝ) (ψ : ι → ℂ) :
    Monotone fun k => energy h w (trajectory h w dt ψ k) := by
  refine monotone_nat_of_le_succ fun k => ?_
  change energy h w (trajectory h w dt ψ k) ≤
    energy h w (laggedStep h w (dt k) (trajectory h w dt ψ k))
  have hd := energy_drift hh hw (dt k) (trajectory h w dt ψ k)
  have hp := hpos (density (laggedStep h w (dt k) (trajectory h w dt ψ k)) -
    density (trajectory h w dt ψ k))
  linarith

/-- For Hermitian `h` and symmetric positive semidefinite `w`, the energy along a
trajectory of lagged steps converges to a finite limit. -/
theorem energy_saturates {h : Matrix ι ι ℂ} {w : Matrix ι ι ℝ} (hh : h.IsHermitian)
    (hw : w.IsSymm) (hpos : ∀ x : ι → ℝ, 0 ≤ x ⬝ᵥ w *ᵥ x) (dt : ℕ → ℝ) (ψ : ι → ℂ) :
    ∃ E : ℝ, Tendsto (fun k => energy h w (trajectory h w dt ψ k)) atTop (𝓝 E) := by
  have hN : ∀ k, ∑ j, density (trajectory h w dt ψ k) j = ∑ j, density ψ j := by
    intro k
    induction k with
    | zero => rfl
    | succ k ih => exact (norm_conserved hh w (dt k) _).trans ih
  have hN0 : 0 ≤ ∑ j, density ψ j := Finset.sum_nonneg fun j _ => sq_nonneg ‖ψ j‖
  -- norm conservation confines the trajectory to a compact ball
  have hball : ∀ k, trajectory h w dt ψ k ∈
      Metric.closedBall (0 : ι → ℂ) (∑ j, density ψ j + 1) := by
    intro k
    rw [mem_closedBall_zero_iff, pi_norm_le_iff_of_nonneg (by linarith)]
    intro j
    have h1 : ‖trajectory h w dt ψ k j‖ ^ 2 ≤ ∑ i, density (trajectory h w dt ψ k) i :=
      Finset.single_le_sum (f := density (trajectory h w dt ψ k))
        (fun i _ => sq_nonneg ‖trajectory h w dt ψ k i‖) (Finset.mem_univ j)
    rw [hN k] at h1
    nlinarith [sq_nonneg (‖trajectory h w dt ψ k j‖ - 1)]
  have c1 : Continuous fun χ : ι → ℂ => star χ ⬝ᵥ h *ᵥ χ := by
    simp only [dotProduct, mulVec, Pi.star_apply]
    fun_prop
  have c2 : Continuous fun χ : ι → ℂ => density χ ⬝ᵥ w *ᵥ density χ := by
    simp only [dotProduct, mulVec, density]
    fun_prop
  have hcont : Continuous (energy h w) :=
    (Complex.continuous_re.comp c1).add (c2.div_const 2)
  have hb := (isCompact_closedBall (0 : ι → ℂ) (∑ j, density ψ j + 1)).bddAbove_image
    hcont.continuousOn
  refine ⟨_, tendsto_atTop_ciSup (energy_monotone hh hw hpos dt ψ) (hb.mono ?_)⟩
  rintro _ ⟨k, rfl⟩
  exact ⟨_, hball k, rfl⟩

/-- For Hermitian `h` and symmetric positive semidefinite `w`, the interaction energy of
the density change in one step tends to zero along a trajectory of lagged steps. -/
theorem density_change_fades {h : Matrix ι ι ℂ} {w : Matrix ι ι ℝ} (hh : h.IsHermitian)
    (hw : w.IsSymm) (hpos : ∀ x : ι → ℝ, 0 ≤ x ⬝ᵥ w *ᵥ x) (dt : ℕ → ℝ) (ψ : ι → ℂ) :
    Tendsto (fun k =>
      ((density (trajectory h w dt ψ (k + 1)) - density (trajectory h w dt ψ k)) ⬝ᵥ
        w *ᵥ (density (trajectory h w dt ψ (k + 1)) - density (trajectory h w dt ψ k))) / 2)
      atTop (𝓝 0) := by
  obtain ⟨E, hE⟩ := energy_saturates hh hw hpos dt ψ
  have hlim := (hE.comp (tendsto_add_atTop_nat 1)).sub hE
  rw [sub_self] at hlim
  exact hlim.congr fun k => energy_drift hh hw (dt k) (trajectory h w dt ψ k)

end

end LaggedPotentialDrift
```

```lean
#print axioms LaggedPotentialDrift.energy_conserved_iff
-- 'LaggedPotentialDrift.energy_conserved_iff' depends on axioms: [propext, Classical.choice, Quot.sound]
#print axioms LaggedPotentialDrift.density_change_fades
-- 'LaggedPotentialDrift.density_change_fades' depends on axioms: [propext, Classical.choice, Quot.sound]
```

## The orbital, its energy and the frozen potential

The orbital \(\psi\) is a complex vector over a finite set of sites `ι`, with `density` \(n_j=|\psi_j|^2\). Its energy is

\[
E(\psi)=\langle\psi,h\psi\rangle+\tfrac12\langle n,wn\rangle .
\]

Here \(h\) is the fixed one-body Hamiltonian and \(w\) the density-density interaction. The code takes the real part of the first term, which is already real for Hermitian \(h\).

Write \(\psi_0\) for the old orbital and \(n_0\) for its density. `meanField` is \(H=h+\mathrm{diag}(wn_0)\), and `laggedStep` gives \(\psi_1=U\psi_0\) with \(U=e^{-i\,dt\,H}\) and \(\hbar=1\); its density is \(n_1\). The real number \(dt\) may have either sign, and `trajectory` lets it vary from step to step.

The hypothesis `hpos` says that \(\langle x,wx\rangle\ge 0\) for every real vector \(x\), as for a purely on-site repulsion; in `energy_conserved_iff` the inequality is strict for \(x\ne 0\). Nonnegative entries of \(w\) are not enough: on two sites, a repulsion between the sites with no on-site term gives a negative value at \(x=(1,-1)\). Symmetry of \(w\) is assumed separately, as `hw`. The orbital need not be normalised; for a normalised one, \(\sum_j n_j=1\).

## Completing the square

Since \(H\) is Hermitian, \(U^\dagger U=e^{i\,dt\,H}e^{-i\,dt\,H}=1\). If a matrix \(A\) commutes with \(H\), it commutes with \(U\), so \(U^\dagger AU=U^\dagger UA=A\) and its expectation value is conserved.

Taking \(A=1\) gives \(\sum_j n_{1,j}=\sum_j n_{0,j}\). Taking \(A=H\) gives

\[
\langle\psi_1,h\psi_1\rangle+\langle n_1,wn_0\rangle
=\langle\psi_0,h\psi_0\rangle+\langle n_0,wn_0\rangle .
\]

Solving for the change in one-body energy and inserting it into \(E\),

\[
E(\psi_1)-E(\psi_0)=\langle n_0,wn_0\rangle-\langle n_1,wn_0\rangle
+\tfrac12\langle n_1,wn_1\rangle-\tfrac12\langle n_0,wn_0\rangle .
\]

Symmetry gives \(\langle n_1,wn_0\rangle=\langle n_0,wn_1\rangle\), so the right-hand side is \(\tfrac12\langle n_1-n_0,w(n_1-n_0)\rangle\).

In Lean, `expectation_conserved` is the commutation argument, and `potential_expectation` turns a diagonal potential into a sum over the density. `norm_conserved` uses the identity matrix. In `energy_drift`, `split` separates the frozen energy into its two parts, `hsym` supplies the symmetry, and `linarith` combines the equations.

## Why the rise levels off

For positive semidefinite \(w\), each drift is nonnegative, which is `energy_monotone`. For positive definite \(w\), `energy_conserved_iff` adds that a step conserves the energy exactly when it leaves the density unchanged.

Let \(N=\sum_j n_j\) be the conserved norm squared. Every component satisfies \(|\psi_j|^2\le N\), hence \(|\psi_j|\le N+1\), and the whole trajectory stays in a compact ball. The energy is continuous, so it is bounded there; being nondecreasing, it converges. This is `energy_saturates`. Differences of successive energies then tend to zero, and by the drift identity so does the interaction energy of successive density changes, as `density_change_fades` states. For positive definite \(w\) the density change per step then tends to zero as well. For a merely semidefinite \(w\) it need not: with \(w=0\), the density can oscillate between two coupled sites forever. Convergence of the orbital or of the density itself does not follow from this in either case.

## The step in a real-time code

A propagation loop with a lagged potential computes the density from the current orbital, builds the potential, applies the exponential, and repeats. This is a simple explicit scheme for real-time mean-field propagation. In the present model, with one orbital, a quadratic interaction and no external driving, the continuous-time dynamics conserves \(E\), so the drift is a time-stepping error. Perfect norm conservation gives no warning of it.

The identity offers a check for such a code: record \(E(\psi_1)-E(\psi_0)\) beside \(\tfrac12\langle n_1-n_0,w(n_1-n_0)\rangle\). The two should agree up to rounding and the error of the approximate exponential. With an exchange-correlation energy that is not quadratic in the density, or with a time-dependent \(h\), the comparison needs further terms.

For fixed \(h\), \(w\) and total time, the density change per step is at most of order \(dt\), so the drift is at most of order \(dt^2\) per step and at most of order \(dt\) in total. A predictor-corrector scheme, which uses an estimate of the midpoint potential, reduces the lag.
